# Photon number before leakage from a cycling transition with constant branching ratio

One way to judge whether an optical cycle is closed enough for laser cooling or fluorescence detection is to add up the branching ratios back into the addressed levels, call the total $b$, and convert it into a mean photon number $b/(1-b)$, not counting the photon emitted in the final, leaking decay. A return ratio of $0.99$ gives $99$ photons. The conversion rests on a geometric distribution, which is derived here from the population dynamics of a model with the same $b$ in every cycle and no way back from the dark state. In that model, for $0\le b<1$, the photon number has mean $b/(1-b)$ and variance $b/(1-b)^2$.

```lean
import Mathlib

namespace PhotonCycling

noncomputable section
```

## Populations under repeated scattering

Let $B$ be the population of the bright levels, which the light addresses, and $D$ the population of the dark state. One cycle consists of an absorption followed by a spontaneous emission. It returns the fraction $b$ of the bright population and transfers the rest to the dark state:

$$(B,D)\;\mapsto\;\bigl(bB,\;D+(1-b)B\bigr).$$

In Lean the pair is an element of `ℝ × ℝ`, with `p.1` for $B$ and `p.2` for $D$. These are classical populations: coherences between levels, the timing of the emissions and the efficiency of a detector are absent from the model. Several dark levels may be lumped into one, provided that no population returns from any of them, whether by repumping or by decay.

```lean
/-- One absorption-emission cycle acting on the pair (bright population, dark population):
a fraction `b` of the bright population returns, and the rest goes to the dark state. -/
def cycle (b : ℝ) (p : ℝ × ℝ) : ℝ × ℝ :=
  (b * p.1, p.2 + (1 - b) * p.1)
```

All population starts in the bright levels. Writing $(B_n,D_n)$ for the populations after $n$ cycles, we have

$$(B_0,D_0)=(1,0),\qquad B_{n+1}=bB_n,\qquad D_{n+1}=D_n+(1-b)B_n .$$

```lean
/-- The bright and dark populations after `n` cycles, starting with everything bright. -/
def populations (b : ℝ) : ℕ → ℝ × ℝ
  | 0 => (1, 0)
  | n + 1 => cycle b (populations b n)
```

A photon counts as scattered back, or returned, if its emission leaves the molecule in a bright level. A molecule that emits exactly $n$ such photons survives $n$ cycles and leaks in the next one. The probability $p_n$ of this event is therefore the dark population gained in cycle $n+1$:

$$p_n=D_{n+1}-D_n .$$

The photon emitted in the leaking decay is not counted. Including it would raise every photon number, and hence the mean, by one.

```lean
/-- The probability that exactly `n` photons are scattered back before leakage:
the dark population gained in cycle `n + 1`. -/
def leakProb (b : ℝ) (n : ℕ) : ℝ :=
  (populations b (n + 1)).2 - (populations b n).2
```

The recursion is solved by $B_n=b^n$ and $D_n=1-b^n$. This is true at $n=0$, with $b^0=1$ also for $b=0$. If it holds at $n$, then $B_{n+1}=b\cdot b^n=b^{n+1}$ and

$$D_{n+1}=1-b^n+(1-b)b^n=1-b^{n+1}.$$

The Lean proof is the same induction. `Prod.ext` splits the equality of pairs into these two equations, and `ring` verifies each. No restriction on $b$ is needed for the algebra.

```lean
/-- After `n` cycles the bright population is `b ^ n` and the dark population is
`1 - b ^ n`. -/
theorem populations_eq (b : ℝ) (n : ℕ) : populations b n = (b ^ n, 1 - b ^ n) := by
  induction n with
  | zero => simp [populations]
  | succ n ih =>
    rw [populations, ih, cycle]
    exact Prod.ext (by dsimp only; ring) (by dsimp only; ring)
```

Subtracting successive dark populations gives the geometric law:

$$p_n=(1-b^{n+1})-(1-b^n)=b^n-b^{n+1}=(1-b)\,b^n .$$

```lean
/-- The probability of exactly `n` returned photons before leakage is `(1 - b) * b ^ n`. -/
theorem leakProb_eq (b : ℝ) (n : ℕ) : leakProb b n = (1 - b) * b ^ n := by
  simp only [leakProb, populations_eq]
  ring
```

## Normalisation, mean and variance

The sums in this section and the next two are obtained by scaling known series, and adding them where needed, then rewriting the terms and the value. The next lemma does the rewriting: if $g_n=f_n$ for every $n$, and $\sum_n f_n$ converges to $a$, then $\sum_n g_n$ converges to any $c$ equal to $a$. The expression `HasSum f a` is Lean's way of saying that the series with terms $f_n$ converges to $a$, whatever the order of summation.

```lean
/-- A series with the same terms as a convergent one has the same sum. -/
theorem hasSum_of_eq {f g : ℕ → ℝ} {a c : ℝ} (h : HasSum f a)
    (hf : ∀ n, g n = f n) (hc : c = a) : HasSum g c := by
  have hg : g = f := funext hf
  subst hg
  subst hc
  exact h
```

The main theorem takes a real number $b$ with `h0 : 0 ≤ b` and `h1 : b < 1`. Physically, $b$ is a probability and some leakage is present. The four parts of the conclusion say that every $p_n$ is nonnegative, that the $p_n$ sum to $1$, that $\sum_n n\,p_n=b/(1-b)$, and that the mean squared deviation from this value is $b/(1-b)^2$.

Nonnegativity is clear, since $1-b>0$ and $b^n\ge 0$. For the sums, start from the geometric series. Its partial sums are $(1-b^M)/(1-b)$ for $M$ terms, and $b^M\to0$. Differentiating once with respect to $b$ and multiplying by $b$ gives the second series below; half the second derivative gives the third:

$$\sum_{n\ge0} b^n=\frac1{1-b},\qquad \sum_{n\ge0} n\,b^n=\frac{b}{(1-b)^2},\qquad \sum_{n\ge0}\binom{n+2}{2}b^n=\frac1{(1-b)^3}.$$

Mathlib supplies all three, and the proof names them `s0`, `s1` and `s2`. Multiplying the first two by $1-b$ yields

$$\sum_{n\ge0}p_n=1,\qquad \mu:=\sum_{n\ge0}n\,p_n=\frac{b}{1-b}.$$

For the variance, $\binom{n+2}{2}=(n+2)(n+1)/2$ gives $n^2=2\binom{n+2}{2}-3n-2$, and so

$$(n-\mu)^2=2\binom{n+2}{2}-(3+2\mu)\,n+(\mu^2-2).$$

Multiply by $p_n=(1-b)b^n$ and sum, using $1/(1-b)=1+\mu$:

$$\begin{aligned}
\sum_{n\ge0}(n-\mu)^2p_n&=\frac{2}{(1-b)^2}-(3+2\mu)\mu+\mu^2-2\\
&=2(1+\mu)^2-3\mu-\mu^2-2\\
&=\mu+\mu^2=\mu(1+\mu)=\frac{b}{(1-b)^2}.
\end{aligned}$$

In the last part of the proof, the three `mul_left` factors are the coefficients of this expansion, each multiplied by $1-b$. The step `generalize b / (1 - b) = μ` treats the mean as a plain symbol, so that the termwise identity becomes polynomial and `ring` can settle it. The final `field_simp` and `ring` verify the value of the sum.

```lean
/-- For a return branching ratio `0 ≤ b < 1`, the photon-number probabilities are
nonnegative and sum to one, with mean `b / (1 - b)` and variance `b / (1 - b) ^ 2`. -/
theorem photon_number_statistics {b : ℝ} (h0 : 0 ≤ b) (h1 : b < 1) :
    (∀ n, 0 ≤ leakProb b n) ∧
    HasSum (fun n : ℕ => leakProb b n) 1 ∧
    HasSum (fun n : ℕ => (n : ℝ) * leakProb b n) (b / (1 - b)) ∧
    HasSum (fun n : ℕ => ((n : ℝ) - b / (1 - b)) ^ 2 * leakProb b n)
      (b / (1 - b) ^ 2) := by
  have hd : 1 - b ≠ 0 := by linarith
  have hb : ‖b‖ < 1 := by
    rw [Real.norm_eq_abs, abs_of_nonneg h0]
    exact h1
  -- the geometric series and its first two weighted forms
  have s0 := hasSum_geometric_of_lt_one h0 h1
  have s1 := hasSum_coe_mul_geometric_of_norm_lt_one hb
  have s2 := hasSum_choose_mul_geometric_of_norm_lt_one 2 hb
  refine ⟨fun n => ?_, ?_, ?_, ?_⟩
  · rw [leakProb_eq]
    exact mul_nonneg (by linarith) (pow_nonneg h0 n)
  · refine hasSum_of_eq (s0.mul_left (1 - b)) (fun n => ?_) ?_
    · exact leakProb_eq b n
    · exact (mul_inv_cancel₀ hd).symm
  · refine hasSum_of_eq (s1.mul_left (1 - b)) (fun n => ?_) ?_
    · rw [leakProb_eq]
      ring
    · field_simp
  · -- expand the squared deviation, using n² = 2 * choose (n + 2) 2 - 3 n - 2
    refine hasSum_of_eq (((s2.mul_left (2 * (1 - b))).add
      (s1.mul_left ((1 - b) * (-3 - 2 * (b / (1 - b)))))).add
      (s0.mul_left ((1 - b) * ((b / (1 - b)) ^ 2 - 2)))) (fun n => ?_) ?_
    · generalize b / (1 - b) = μ
      simp only [leakProb_eq, Nat.cast_choose_two]
      push_cast
      ring
    · field_simp
      ring
```

## The fraction that reaches a given photon number

For $0\le b<1$, the fraction of molecules that scatter at least $N$ photons, again without counting the leaking decay, is the tail of the distribution:

$$\sum_{n\ge0}p_{n+N}=(1-b)\,b^N\sum_{n\ge0}b^n=b^N .$$

It equals the bright population after $N$ cycles, as it should. The Lean statement shifts the index in the same way, with `leakProb b (n + N)` as the summand, and the proof splits $b^{n+N}$ by `pow_add`.

```lean
/-- The probability that at least `N` photons are scattered back before leakage
is `b ^ N`. -/
theorem at_least_N_photons {b : ℝ} (h0 : 0 ≤ b) (h1 : b < 1) (N : ℕ) :
    HasSum (fun n : ℕ => leakProb b (n + N)) (b ^ N) := by
  have hd : 1 - b ≠ 0 := by linarith
  refine hasSum_of_eq
    ((hasSum_geometric_of_lt_one h0 h1).mul_left ((1 - b) * b ^ N)) (fun n => ?_) ?_
  · rw [leakProb_eq, pow_add]
    ring
  · field_simp
```

## The generating function

The same geometric series, with $bz$ in place of $b$, sums the whole distribution against powers of a real variable $z$:

$$\sum_{n\ge0}p_n z^n=(1-b)\sum_{n\ge0}(bz)^n=\frac{1-b}{1-bz},\qquad |bz|<1 .$$

The theorem assumes only this convergence condition. The coefficients $p_n$ form a probability distribution when $0\le b<1$ holds as well.

```lean
/-- The generating function of the photon-number distribution is
`(1 - b) / (1 - b * z)` whenever `|b * z| < 1`. -/
theorem generating_function {b z : ℝ} (h : |b * z| < 1) :
    HasSum (fun n : ℕ => leakProb b n * z ^ n) ((1 - b) / (1 - b * z)) := by
  have hz : ‖b * z‖ < 1 := by
    rw [Real.norm_eq_abs]
    exact h
  refine hasSum_of_eq
    ((hasSum_geometric_of_norm_lt_one hz).mul_left (1 - b)) (fun n => ?_) ?_
  · rw [leakProb_eq, mul_pow]
    ring
  · exact div_eq_mul_inv _ _
```

## Leakage allowed by a photon budget

Suppose that a cooling or detection scheme requires a mean of at least $N$ scattered photons, again without counting the leaking decay, where $N\ge0$ may be any real number. Since $1-b$ and $N+1$ are positive, both denominators can be cleared without reversing an inequality:

$$N\le\frac{b}{1-b}\iff N(1-b)\le b\iff (N+1)(1-b)\le 1\iff 1-b\le\frac1{N+1}.$$

The middle step adds $1-b$ to both sides. A mean of $10^4$ photons thus tolerates a leakage of at most $1/10001$ per cycle. In the proof, the two uses of `le_div_iff₀` clear the denominators, and `nlinarith` handles the middle equivalence in each direction.

```lean
/-- The mean photon number `b / (1 - b)` reaches a budget `N ≥ 0` exactly when the leakage
probability per cycle is at most `1 / (N + 1)`. -/
theorem photon_budget_iff {b N : ℝ} (h1 : b < 1) (hN : 0 ≤ N) :
    N ≤ b / (1 - b) ↔ 1 - b ≤ 1 / (N + 1) := by
  have hd : 0 < 1 - b := by linarith
  have hM : 0 < N + 1 := by linarith
  rw [le_div_iff₀ hd, le_div_iff₀ hM]
  constructor <;> intro h <;> nlinarith
```

## What fails without leakage

At $b=1$ the condition $b<1$ is violated and normalisation fails. The populations stay at $(1,0)$, no cycle adds anything to the dark state, and

$$p_n=(1-1)\cdot1^n=0\quad\text{for every }n,\qquad \sum_{n\ge0}p_n=0\neq1 .$$

The molecule scatters photons for ever, so no finite number $n$ receives any probability. The lower bound on $b$ matters too: $b=-\tfrac12$ would give $p_1=-\tfrac34$, which is not a probability.

```lean
/-- For a perfectly closed cycle, `b = 1`, the probabilities of leakage after finitely many
returned photons sum to zero. -/
theorem closed_cycle_sum : HasSum (fun n : ℕ => leakProb 1 n) 0 := by
  have h : (fun n : ℕ => leakProb 1 n) = fun _ => 0 := by
    funext n
    rw [leakProb_eq]
    ring
  rw [h]
  exact hasSum_zero

end

end PhotonCycling
```

```lean
#print axioms PhotonCycling.photon_number_statistics
#print axioms PhotonCycling.generating_function
#print axioms PhotonCycling.photon_budget_iff
#print axioms PhotonCycling.closed_cycle_sum
```

```
'PhotonCycling.photon_number_statistics' depends on axioms: [propext, Classical.choice, Quot.sound]
'PhotonCycling.generating_function' depends on axioms: [propext, Classical.choice, Quot.sound]
'PhotonCycling.photon_budget_iff' depends on axioms: [propext, Classical.choice, Quot.sound]
'PhotonCycling.closed_cycle_sum' depends on axioms: [propext, Classical.choice, Quot.sound]
```
